# In a three-well rotor with equal tunnelling elements, shifting one well leaves one level fixed

Let a threefold methyl rotor have tunnelling element \(-t\) between every pair of wells, and let one well be shifted in energy by a real amount \(e\). In this three-state model, with energies measured from the common energy of the two unshifted wells, the levels are

\[
t, \qquad E_\pm = \frac{e-t}{2} \pm \sqrt{\frac{(e+t)^2}{4} + 2t^2}.
\]

The level \(t\) stays where it is for every shift. For \(t>0\) it is degenerate exactly when \(e=0\), that is, when the three wells are equivalent.

The shift has a definite physical origin. In a CH₃ group a turn by 120° only permutes identical protons, so the wells have equal energy. In a CH₂D group they need not: the zero-point energy can depend on which position the deuterium occupies. If the surroundings have a mirror plane containing the rotor axis, the position in the plane can differ in energy from the two outside it, and those two are equivalent. Then \(e\) is the energy with deuterium in the plane minus the energy with deuterium out of it.

## From a torsional potential to three energies

A calculation for a CH₂D rotor can obtain the two parameters separately. The torsional Schrödinger equation is solved in the threefold potential with the CH₂D moment of inertia. The gap between the lowest level and the pair just above it is \(3t\) in the three-state model, so a third of that gap gives \(t\). The difference in zero-point energy between the two kinds of deuterium position gives \(e\). The code then fills a \(3\times3\) matrix with diagonal \((e,0,0)\) and off-diagonal elements \(-t\), and either diagonalises it or evaluates the closed formula.

In units of \(t\), a shift \(e=1\) gives the levels \(-\sqrt3,\ 1,\ \sqrt3\), or about \(-1.732,\ 1,\ 1.732\). The opposite shift \(e=-1\) gives \(-1-\sqrt2,\ -1+\sqrt2,\ 1\), or about \(-2.414,\ 0.414,\ 1\). The level at 1 has moved from the middle to the top of the list without changing its energy, so code that follows states by their position in a sorted list will exchange two of them as \(e\) changes sign.

For a CH₂D rotor at temperatures where only these three torsional states are appreciably populated, the torsional partition function, with the nuclear-spin factor left out, is

\[
q = e^{-\beta t} + e^{-\beta E_+} + e^{-\beta E_-},
\]

where \(\beta\) is the inverse thermal energy and the \(e\) at the base of each exponential is Euler's number, not the shift.

The degeneracy matters as soon as eigenvectors are used. At \(e=0\) an eigensolver may return any orthonormal pair in the two-dimensional space at energy \(t\), so the population of a given well in either vector depends on that choice. The sum over the pair does not, and equals \(2/3\) for each well.

## The state that avoids the shifted well

Number the wells 0, 1, 2, with well 0 shifted, and let \(v_0,v_1,v_2\) be the amplitudes of a state with energy \(x\). The stationary Schrödinger equation reads

\[
\begin{aligned}
e v_0 - t v_1 - t v_2 &= x v_0,\\
-t v_0 - t v_2 &= x v_1,\\
-t v_0 - t v_1 &= x v_2 .
\end{aligned}
\]

**The fixed level.** Insert \((0,1,-1)\), which is \(\sqrt2\) times a normalised state. The left-hand sides become \(0,\ t,\ -t\), which is \(t\) times the vector. The shift \(e\) multiplies only \(v_0=0\), so it has no effect.

**All levels.** A nonzero solution exists exactly when the secular determinant vanishes. Expanding along the first row gives

\[
\begin{aligned}
\det\begin{pmatrix} x-e & t & t\\ t & x & t\\ t & t & x\end{pmatrix}
&= (x-e)(x^2-t^2) - 2t^2(x-t)\\
&= (x-t)\left[(x-e)(x+t)-2t^2\right].
\end{aligned}
\]

Completing the square in the bracket gives

\[
(x-e)(x+t)-2t^2 = \left(x-\frac{e-t}{2}\right)^2 - s^2,
\qquad s=\sqrt{\frac{(e+t)^2}{4}+2t^2}.
\]

The bracket is therefore \((x-E_+)(x-E_-)\), and the levels are \(t\), \(E_+\) and \(E_-\).

**Degeneracy.** Take \(t>0\) and set \(x=t\). The second equation becomes \(t(v_0+v_1+v_2)=0\), so the amplitudes sum to zero. The first can be written \(e v_0 = t(v_0+v_1+v_2)\), so \(e v_0=0\). If \(e\neq0\), then \(v_0=0\) and \(v_2=-v_1\): every solution is a multiple of \((0,1,-1)\), and the level is not degenerate. If \(e=0\), the vector \((1,-1,0)\) also solves the equations and is independent of the first. The two are not orthogonal; an orthonormal pair is \((0,1,-1)/\sqrt2\) and \((2,-1,-1)/\sqrt6\).

**Order.** Direct expansion gives

\[
s^2-\left(\frac{3t-e}{2}\right)^2 = 2te .
\]

Again take \(t>0\). If \(e>0\), then \(s>|3t-e|/2\), which gives both \(E_+>t\) and \(E_-<t\). If \(e\le0\), then \(3t-e\) is positive and \(s\le(3t-e)/2\), so \(E_+\le t\). In that case \(E_-\le(e-t)/2<t\) as well. Hence \(E_-\) always lies below \(t\), and \(E_+\) lies above it exactly when \(e>0\).

**Equivalent wells.** For \(e=0\) and \(t>0\) the root is \(s=\sqrt{9t^2/4}=3t/2\). This gives \(E_+=t\) and \(E_-=-2t\), with the splitting \(3t\) between the single ground level and the degenerate pair.

## Lean source

```lean
import Mathlib

open Matrix

namespace MethylRotorTunnelling

noncomputable section

/-- Hamiltonian of a threefold rotor in the basis of its three wells: tunnelling element `-t`
between every pair of wells, and the first well shifted in energy by `e`. -/
def rotorH (t e : ℝ) : Matrix (Fin 3) (Fin 3) ℝ :=
  !![e, -t, -t; -t, 0, -t; -t, -t, 0]

/-- The number `x` is an energy level of `H`: some nonzero state has energy `x`. -/
def IsLevel (H : Matrix (Fin 3) (Fin 3) ℝ) (x : ℝ) : Prop :=
  ∃ v : Fin 3 → ℝ, v ≠ 0 ∧ H *ᵥ v = x • v

/-- The level `x` of `H` is degenerate: two linearly independent states have energy `x`. -/
def IsDegenerate (H : Matrix (Fin 3) (Fin 3) ℝ) (x : ℝ) : Prop :=
  ∃ u v : Fin 3 → ℝ, LinearIndependent ℝ ![u, v] ∧ H *ᵥ u = x • u ∧ H *ᵥ v = x • v

/-- The antisymmetric combination of the two unshifted wells. -/
def antisym : Fin 3 → ℝ := ![0, 1, -1]

/-- The level with the plus sign of the square root. -/
def upper (t e : ℝ) : ℝ := (e - t) / 2 + √((e + t) ^ 2 / 4 + 2 * t ^ 2)

/-- The level with the minus sign of the square root. -/
def lower (t e : ℝ) : ℝ := (e - t) / 2 - √((e + t) ^ 2 / 4 + 2 * t ^ 2)

/-- The stationary Schrödinger equation of the rotor, written out for the three well
amplitudes. -/
theorem schrodinger_iff (t e x : ℝ) (v : Fin 3 → ℝ) :
    rotorH t e *ᵥ v = x • v ↔
      e * v 0 - t * v 1 - t * v 2 = x * v 0 ∧
      -t * v 0 - t * v 2 = x * v 1 ∧
      -t * v 0 - t * v 1 = x * v 2 := by
  have h0 : (rotorH t e *ᵥ v) 0 = e * v 0 - t * v 1 - t * v 2 := by
    simp [rotorH, Matrix.mulVec, dotProduct, Fin.sum_univ_three]
    ring
  have h1 : (rotorH t e *ᵥ v) 1 = -t * v 0 - t * v 2 := by
    simp [rotorH, Matrix.mulVec, dotProduct, Fin.sum_univ_three]
    ring
  have h2 : (rotorH t e *ᵥ v) 2 = -t * v 0 - t * v 1 := by
    simp [rotorH, Matrix.mulVec, dotProduct, Fin.sum_univ_three]
    ring
  constructor
  · intro h
    exact ⟨h0.symm.trans (congrFun h 0), h1.symm.trans (congrFun h 1),
      h2.symm.trans (congrFun h 2)⟩
  · rintro ⟨a, b, c⟩
    funext i
    fin_cases i
    · exact h0.trans a
    · exact h1.trans b
    · exact h2.trans c

/-- The antisymmetric state of the two unshifted wells has energy `t`, whatever the shift `e` of the
first well. -/
theorem antisym_energy (t e : ℝ) : rotorH t e *ᵥ antisym = t • antisym := by
  rw [schrodinger_iff]
  refine ⟨?_, ?_, ?_⟩ <;> simp [antisym]

/-- The secular determinant of the rotor factorises into the three levels, each counted with
its multiplicity. -/
theorem secular_determinant (t e x : ℝ) :
    (x • (1 : Matrix (Fin 3) (Fin 3) ℝ) - rotorH t e).det =
      (x - t) * (x - upper t e) * (x - lower t e) := by
  have hM : x • (1 : Matrix (Fin 3) (Fin 3) ℝ) - rotorH t e =
      !![x - e, t, t; t, x, t; t, t, x] := by
    ext i j
    fin_cases i <;> fin_cases j <;> simp [rotorH]
  have hs : √((e + t) ^ 2 / 4 + 2 * t ^ 2) ^ 2 = (e + t) ^ 2 / 4 + 2 * t ^ 2 :=
    Real.sq_sqrt (by positivity)
  rw [hM, Matrix.det_fin_three]
  simp only [upper, lower, Matrix.of_apply, Matrix.cons_val]
  linear_combination (x - t) * hs

/-- The energy levels of the rotor with one shifted well are exactly `t` and
`(e - t)/2 ± √((e + t)²/4 + 2t²)`. -/
theorem rotor_levels (t e x : ℝ) :
    IsLevel (rotorH t e) x ↔
      x = t ∨ x = (e - t) / 2 + √((e + t) ^ 2 / 4 + 2 * t ^ 2) ∨
        x = (e - t) / 2 - √((e + t) ^ 2 / 4 + 2 * t ^ 2) := by
  have hv : ∀ v : Fin 3 → ℝ, (x • (1 : Matrix (Fin 3) (Fin 3) ℝ) - rotorH t e) *ᵥ v =
      x • v - rotorH t e *ᵥ v := by
    intro v
    rw [Matrix.sub_mulVec, Matrix.smul_mulVec, Matrix.one_mulVec]
  -- a level is a zero of the secular determinant
  have key : IsLevel (rotorH t e) x ↔
      (x • (1 : Matrix (Fin 3) (Fin 3) ℝ) - rotorH t e).det = 0 := by
    rw [← Matrix.exists_mulVec_eq_zero_iff]
    constructor
    · rintro ⟨v, h0, h⟩
      exact ⟨v, h0, by rw [hv, h, sub_self]⟩
    · rintro ⟨v, h0, h⟩
      rw [hv] at h
      exact ⟨v, h0, (sub_eq_zero.mp h).symm⟩
  rw [key, secular_determinant, mul_eq_zero, mul_eq_zero, sub_eq_zero, sub_eq_zero,
    sub_eq_zero, or_assoc]
  rfl

/-- For `t > 0` and a nonzero shift, every state of energy `t` is a multiple of the
antisymmetric one. -/
theorem antisym_unique {t e : ℝ} (ht : 0 < t) (he : e ≠ 0) {v : Fin 3 → ℝ}
    (h : rotorH t e *ᵥ v = t • v) : ∃ c : ℝ, v = c • antisym := by
  obtain ⟨h0, h1, -⟩ := (schrodinger_iff t e t v).mp h
  -- the amplitudes sum to zero, and the shifted well is empty
  have hsum : v 0 + v 1 + v 2 = 0 := by
    apply mul_left_cancel₀ ht.ne'
    linear_combination -h1
  have hv0 : v 0 = 0 := by
    apply mul_left_cancel₀ he
    linear_combination h0 + t * hsum
  have hv2 : v 2 = -v 1 := by linarith
  refine ⟨v 1, ?_⟩
  funext i
  fin_cases i <;> simp [antisym, hv0, hv2]

/-- For `t > 0` the level `t` is degenerate exactly when the wells are equivalent, `e = 0`. -/
theorem degenerate_iff {t : ℝ} (ht : 0 < t) (e : ℝ) :
    IsDegenerate (rotorH t e) t ↔ e = 0 := by
  constructor
  · rintro ⟨u, v, hli, hu, hv⟩
    by_contra he
    obtain ⟨a, rfl⟩ := antisym_unique ht he hu
    obtain ⟨b, rfl⟩ := antisym_unique ht he hv
    -- two multiples of one state cannot be independent
    have h := LinearIndependent.pair_iff.mp hli
    have hb : b = 0 := (h b (-a) (by module)).1
    exact one_ne_zero (h 0 1 (by simp [hb])).2
  · rintro rfl
    refine ⟨antisym, ![1, -1, 0], ?_, antisym_energy t 0, ?_⟩
    · rw [LinearIndependent.pair_iff]
      intro a b h
      have h0 : a * 0 + b * 1 = 0 := by simpa [antisym] using congrFun h 0
      have h1 : a * 1 + b * (-1) = 0 := by simpa [antisym] using congrFun h 1
      constructor <;> linarith
    · rw [schrodinger_iff]
      refine ⟨?_, ?_, ?_⟩ <;> simp

/-- For `t > 0` the lower level lies below `t` for every shift, and the upper level lies
above `t` exactly when the shift is positive. -/
theorem level_order {t : ℝ} (ht : 0 < t) (e : ℝ) :
    lower t e < t ∧ (t < upper t e ↔ 0 < e) := by
  unfold lower upper
  have hs : √((e + t) ^ 2 / 4 + 2 * t ^ 2) ^ 2 = (e + t) ^ 2 / 4 + 2 * t ^ 2 :=
    Real.sq_sqrt (by positivity)
  have hp := Real.sqrt_nonneg ((e + t) ^ 2 / 4 + 2 * t ^ 2)
  set s := √((e + t) ^ 2 / 4 + 2 * t ^ 2)
  refine ⟨?_, ?_, ?_⟩
  · by_contra h
    have h' : s ≤ (e - 3 * t) / 2 := by linarith [not_lt.mp h]
    have he : 0 < e := by linarith
    have hq := pow_le_pow_left₀ hp h' 2
    nlinarith [mul_pos ht he]
  · intro h
    by_contra he
    have he' : 0 ≤ -e := by linarith [not_lt.mp he]
    have h' : (3 * t - e) / 2 ≤ s := by linarith
    have h'' : 0 < s - (3 * t - e) / 2 := by linarith
    have hpos : 0 < s + (3 * t - e) / 2 := by linarith
    nlinarith [mul_pos h'' hpos, mul_nonneg ht.le he']
  · intro he
    by_contra h
    have h' : s ≤ (3 * t - e) / 2 := by linarith [not_lt.mp h]
    have hq := pow_le_pow_left₀ hp h' 2
    nlinarith [mul_pos ht he]

/-- For `t > 0` and equivalent wells the two square-root levels are `t` and `-2t`. -/
theorem symmetric_rotor {t : ℝ} (ht : 0 < t) : upper t 0 = t ∧ lower t 0 = -2 * t := by
  have hs : √((0 + t) ^ 2 / 4 + 2 * t ^ 2) = 3 * t / 2 := by
    rw [show (0 + t) ^ 2 / 4 + 2 * t ^ 2 = (3 * t / 2) ^ 2 by ring]
    exact Real.sqrt_sq (by positivity)
  unfold upper lower
  rw [hs]
  constructor <;> ring

end

end MethylRotorTunnelling
```

```lean
#print axioms MethylRotorTunnelling.rotor_levels
#print axioms MethylRotorTunnelling.degenerate_iff
#print axioms MethylRotorTunnelling.level_order
#print axioms MethylRotorTunnelling.symmetric_rotor
```

```
'MethylRotorTunnelling.rotor_levels' depends on axioms: [propext, Classical.choice, Quot.sound]
'MethylRotorTunnelling.degenerate_iff' depends on axioms: [propext, Classical.choice, Quot.sound]
'MethylRotorTunnelling.level_order' depends on axioms: [propext, Classical.choice, Quot.sound]
'MethylRotorTunnelling.symmetric_rotor' depends on axioms: [propext, Classical.choice, Quot.sound]
```

## What the theorems say about the rotor

`rotorH t e` is the real symmetric Hamiltonian in the well basis. Its indices 0, 1, 2 are those used above. The first well in the docstrings is well 0. The letter `e` is an energy shift, not the elementary charge, and `x` is the energy usually written \(E\).

`IsLevel H x` says that some nonzero real vector `v` satisfies `H *ᵥ v = x • v`, where `*ᵥ` is matrix times vector and `•` is multiplication by a number. Real amplitudes suffice for a real Hamiltonian, because the real and imaginary parts of a complex solution solve the same equation. `IsDegenerate H x` asks for two linearly independent vectors at energy `x`. Neither definition requires normalisation.

The names `upper` and `lower` refer to the sign of the square root and stand for \(E_+\) and \(E_-\). For a negative shift and \(t>0\), `upper` is the middle level.

`rotor_levels` states that a real number is a level if and only if it is one of the three values, for all real `t` and `e`. `degenerate_iff` has the hypothesis `0 < t`. Some condition of this kind is needed: at \(t=0\) the wells are uncoupled, and wells 1 and 2 share the energy 0 whatever the shift. The positive sign also fixes the physical convention, in which the symmetric combination of equivalent wells is the ground state.

The step from this matrix to a real rotor is the reduction of the torsional motion to three orthonormal well states with one common tunnelling element. The mirror plane of the CH₂D example makes the two elements involving well 0 equal, but the element between wells 1 and 2 may differ from them. The values of \(t\) and \(e\) are inputs, and rounding in a floating-point diagonalisation is a separate matter. The partition function and the well populations given earlier are applications of the model, not statements in the source.

## From component equations to the level order

`schrodinger_iff` turns the matrix equation into the three component equations. It computes each component of the product by expanding the sum over wells, and `fin_cases` then reassembles the vector equation one index at a time. `antisym_energy` inserts \((0,1,-1)\) into these equations.

`secular_determinant` writes out the matrix \(x-H\) and applies the \(3\times3\) determinant formula. The fact `hs` says that the square of the root is the expression under it, which is valid because that expression is nonnegative. The step `linear_combination (x - t) * hs` completes the factorisation: the two sides differ by exactly \(x-t\) times that relation.

In `rotor_levels`, the intermediate statement `key` identifies levels with zeros of the determinant. It uses Mathlib's theorem that a square matrix sends some nonzero vector to zero exactly when its determinant vanishes. A product of three factors is zero exactly when at least one of them is, and this gives the three alternatives.

`antisym_unique` follows the degeneracy argument line by line: `hsum` is the vanishing sum of amplitudes, `hv0` the empty shifted well, and `hv2` the relation \(v_2=-v_1\). The multiplier it supplies is \(v_1\).

`degenerate_iff` uses this in one direction. If \(e\ne0\), two supposedly independent states are \(a\) and \(b\) times the same vector. The combination with coefficients \(b\) and \(-a\) vanishes, so independence forces \(b=0\). The second state is then zero, which contradicts independence. In the other direction the proof supplies \((0,1,-1)\) and \((1,-1,0)\), and reads off from components 0 and 1 that a vanishing combination has zero coefficients.

`level_order` proves the inequalities by contradiction. Each wrong ordering bounds \(s\) by a linear expression in \(t\) and \(e\). Comparing squares, directly or through a product of sum and difference, brings in the term \(2te\), whose sign rules the ordering out; `nlinarith` does this last piece of algebra. `symmetric_rotor` recognises the expression under the root as \((3t/2)^2\) and uses \(t>0\) to take the positive root.
